# Rotational sum rule for force constants, with the force term

## Physical setting

Suppose the force constants of a molecule or cluster have been computed at some geometry, by finite differences or by linear response. For an isolated system a rigid rotation costs no energy, and at an equilibrium geometry a matrix that ignores this can assign a nonzero curvature to the rotation, which shows up as a spurious real or imaginary frequency. The obvious repair, requiring the force constants to annihilate every infinitesimal rotation, is itself wrong when the atoms feel forces: the forces turn with the system, and that turning is a first-order change which the force constants must reproduce. The sum rule below fixes this change exactly for a finite set of atoms and a given rotation generator, and so serves as a consistency test on Hessians of a Born–Oppenheimer energy surface.

Atoms carry a label $I$ from a finite set, and atom $I$ sits at $R_I$ in a real inner-product space $V$, with $V=\mathbb R^d$ the physical case. A configuration is $R=(R_I)$ and the energy is a real function $E(R)$. For $u\in V$, let $\delta_I u$ be the displacement pattern that moves atom $I$ by $u$ and no other atom. The force and the force-constant block are
$$F_I(R) = -\nabla_u E(R+\delta_I u)\big|_{u=0},\qquad \Phi_{IJ}\,w = -\frac{d}{ds}F_I(R+s\,\delta_J w)\Big|_{s=0},$$
so $\Phi_{IJ}$ is a linear map on $V$ taking a displacement $w$ of atom $J$ to minus the change of force on atom $I$. A linear map $A$ on $V$ is antisymmetric if $\langle Ax,y\rangle=-\langle x,Ay\rangle$ for all $x,y$, and $E$ is invariant if $E\big((e^{tA}R_I)_I\big)=E(R)$ for all real $t$ and all $R$.

## Statement

Let $A$ be antisymmetric, $E$ invariant, and $E$ twice continuously differentiable at $R$. Then `born_huang` gives
$$\sum_I\langle F_I, AR_I\rangle=0,\qquad \sum_J \Phi_{IJ}\,AR_J=-AF_I\quad\text{for every } I.$$
In $\mathbb R^3$ with $Ax=\omega\times x$ and $\omega$ a unit vector, the first sum is $\omega\cdot\sum_I R_I\times F_I$, the total torque about the origin along the axis $\omega$. Three further theorems accompany it. `invariant_of_torque_eq_zero` is a converse to the first identity: an everywhere differentiable $E$ whose torque sum vanishes at every configuration is invariant. `born_huang_equilibrium` says that, under the hypotheses of `born_huang`, $F_I=0$ for one atom $I$ gives $\sum_J\Phi_{IJ}AR_J=0$ for that atom. `born_huang_witness` treats atoms in the plane with the trap energy $E=\sum_I|R_I|^2$ (no factor $\tfrac12$) and $A$ the quarter turn $(x,y)\mapsto(-y,x)$: this $A$ is antisymmetric, this $E$ is $C^2$ and invariant, and $\sum_J\Phi_{IJ}AR_J=2AR_I$, which is nonzero for any atom away from the origin.

The smallest case with content is one atom in the plane, since on a line the only antisymmetric map is zero. For $E=f(r)$ with $r=|R|>0$ the force is $F=-f'(r)R/r$, and the rule reads $\Phi\,AR=(f'(r)/r)\,AR$: the stiffness along the tangent direction $AR$ is fixed by the radial force and vanishes where $f'(r)=0$. The trap is $f=r^2$, with stiffness $2$.

In a program with $N$ atoms in $\mathbb R^d$ one stacks the blocks into an $Nd\times Nd$ matrix $\Phi$, builds for each of the $d(d-1)/2$ generators the vectors $a=(AR_J)_J$ and $b=(AF_I)_I$, and evaluates the residual $\Phi a+b$. With Cartesian indices $\alpha,\beta,\gamma$ and $\Phi_{I\alpha,J\beta}=\partial^2E/\partial R_{I\alpha}\partial R_{J\beta}$, a vanishing residual for all generators means that $\sum_J\Phi_{I\alpha,J\beta}R_{J\gamma}+\delta_{\alpha\beta}F_{I\gamma}$ is symmetric in $\beta,\gamma$, where $\delta_{\alpha\beta}$ is the Kronecker symbol.

## Derivation

Write $DE(y)[w]$ for the derivative of $E$ at configuration $y$ along the pattern $w=(w_I)$, and $D^2E(R)[u,w]$ for the derivative at $R$ along $u$ of $y\mapsto DE(y)[w]$.

Step 1 translates forces into derivatives. The chain rule applied to $u\mapsto R+\delta_Iu$ gives $\langle F_I,v\rangle=-DE(R)[\delta_Iv]$ for $v\in V$. Since $w=\sum_I\delta_Iw_I$, linearity gives $\sum_I\langle F_I,w_I\rangle=-DE(R)[w]$. The first relation holds at all $y$ near $R$, and differentiating it along $\delta_Jw$, now with $w\in V$, gives $\langle\Phi_{IJ}w,v\rangle=D^2E(R)[\delta_Jw,\delta_Iv]$.

Step 2 is the torque identity. Let $G$ act on configurations by $(Gy)_J=Ay_J$, and let $R(t)_I=e^{tA}R_I$. Then $\dot R(t)=GR(t)$ and $R(0)=R$. Invariance makes $E(R(t))$ constant, so
$$0=\frac{d}{dt}E(R(t))\Big|_{t=0}=DE(R)[GR]=-\sum_I\langle F_I,AR_I\rangle .$$
Antisymmetry has not been used. For the converse, $\frac{d}{dt}E(R(t))=DE(R(t))[GR(t)]$ is minus the torque sum at $R(t)$; if that is zero for all $t$, then $E(R(t))=E(R)$.

Step 3 differentiates once more. Step 2 applies at every $y$ near $R$, so $DE(y)[Gy]=0$ on a neighbourhood. The point $y$ enters twice, and the product rule along a pattern $u$ gives
$$D^2E(R)[u,GR]+DE(R)[Gu]=0 .$$
Take $u=\delta_Iv$. In the first term, symmetry of the second derivative and $GR=\sum_J\delta_J(AR_J)$ give
$$D^2E(R)[GR,\delta_Iv]=\sum_JD^2E(R)[\delta_JAR_J,\delta_Iv]=\Big\langle\sum_J\Phi_{IJ}AR_J,\,v\Big\rangle .$$
In the second term $G\delta_Iv=\delta_I(Av)$, so it equals $-\langle F_I,Av\rangle$, which is $\langle AF_I,v\rangle$ by antisymmetry. Hence $\langle\sum_J\Phi_{IJ}AR_J+AF_I,\,v\rangle=0$ for every $v$, which is the second identity.

## What the formal version assumes

The labels form a finite type `ι`, positions lie in a complete real inner-product space `V` of any dimension, and a configuration is a function `ι → V`. The definitions `disp`, `force`, `forceConst` and `rotate` are $\delta_I$, $F_I$, $\Phi_{IJ}$ and $R(t)$, with the signs above; `forceConst` is defined from the force, and its identity with a Hessian block is proved in `inner_forceConst` for $E$ twice continuously differentiable at $R$. The generator is a bounded linear map `A : V →L[ℝ] V`, and `IsSkew A` is antisymmetry.

`Invariant E A` concerns one generator and its one-parameter family about the origin; invariance under all rotations yields it for each antisymmetric $A$ separately. Translation invariance is neither assumed nor used, so an external trap is admitted if its energy is itself invariant under these rotations about the origin. Invariance is a hypothesis on $E$ and is not derived from an electronic Hamiltonian; a real-space grid or a fixed periodic cell breaks it for a computed energy. Smoothness is local, `ContDiffAt ℝ 2 E R`, so potentials singular at other configurations are allowed, but `E` is a total function and invariance is demanded at every configuration, so the values assigned at singular points must respect it too.

The name Born–Huang in the Lean identifiers refers to the rotational invariance conditions in the lattice dynamics of crystals, not to the Born–Huang expansion of molecular wave functions. In a crystal the sum over $J$ runs over an infinite lattice and is discussed together with conditions on stress and on second moments of the force constants. The theorem is the finite-system identity, with no lattice sums, masses or frequencies.

Antisymmetry decides the form of the right side. Without it, step 3 ends at $\sum_J\Phi_{IJ}AR_J=A^{\mathsf T}F_I$, with $A^{\mathsf T}$ the transpose. Take one atom at $R=(x,y)$, $A=\mathrm{diag}(1,-1)$ and $E=xy$. Then $e^{tA}R=(e^tx,e^{-t}y)$ leaves $E$ unchanged, $F=(-y,-x)$, and $\Phi$ swaps the two components, so $\Phi AR=(-y,x)$ whereas $-AF=(y,-x)$. The two differ away from the origin, while $\langle F,AR\rangle=-xy+xy=0$ still holds, in line with `torque_eq_zero`, which has no antisymmetry hypothesis. This example, the radial formula for general $f$ and the Cartesian form are worked on paper and are not among the Lean theorems.

## The Lean file

```lean
import Mathlib

open scoped InnerProductSpace Topology

namespace RotationalSumRule

noncomputable section

variable {ι V : Type*} [Fintype ι] [DecidableEq ι]
  [NormedAddCommGroup V] [InnerProductSpace ℝ V] [CompleteSpace V]

/-- The displacement pattern that moves atom `I` by `u` and leaves all other atoms fixed. -/
def disp (I : ι) : V →L[ℝ] (ι → V) := ContinuousLinearMap.single ℝ (fun _ : ι => V) I

/-- The force on atom `I`: minus the gradient of the energy in the position of atom `I`. -/
def force (E : (ι → V) → ℝ) (R : ι → V) (I : ι) : V :=
  -gradient (fun u : V => E (R + disp I u)) 0

/-- The force-constant block `Φ_IJ`: minus the derivative of the force on atom `I`
with respect to the position of atom `J`. -/
def forceConst (E : (ι → V) → ℝ) (R : ι → V) (I J : ι) : V →L[ℝ] V :=
  -fderiv ℝ (fun u : V => force E (R + disp J u) I) 0

/-- All positions acted on by `exp (t A)`. -/
def rotate (A : V →L[ℝ] V) (t : ℝ) (R : ι → V) : ι → V :=
  fun I => NormedSpace.exp (t • A) (R I)

/-- The energy is unchanged when `exp (t A)` acts on all positions, for every `t`. -/
def Invariant (E : (ι → V) → ℝ) (A : V →L[ℝ] V) : Prop :=
  ∀ t R, E (rotate A t R) = E R

/-- The generator `A` is antisymmetric. -/
def IsSkew (A : V →L[ℝ] V) : Prop := ∀ x y, ⟪A x, y⟫_ℝ = -⟪x, A y⟫_ℝ

omit [CompleteSpace V] in
/-- The derivative with respect to one atom is the full derivative restricted to
displacements of that atom. -/
theorem hasFDerivAt_disp {W : Type*} [NormedAddCommGroup W] [NormedSpace ℝ W]
    {g : (ι → V) → W} {g' : (ι → V) →L[ℝ] W} {R : ι → V} (h : HasFDerivAt g g' R) (J : ι) :
    HasFDerivAt (fun u : V => g (R + disp J u)) (g'.comp (disp J)) 0 := by
  have h1 : HasFDerivAt (fun u : V => R + disp J u) (disp J : V →L[ℝ] (ι → V)) 0 :=
    (disp J : V →L[ℝ] (ι → V)).hasFDerivAt.const_add R
  have h2 : HasFDerivAt g g' (R + disp J (0 : V)) := by simpa using h
  exact HasFDerivAt.comp (0 : V) (f := fun u : V => R + disp J u) h2 h1

/-- For an energy differentiable at `R`, `⟨F_I, v⟩` is minus the derivative of the energy on moving atom `I`
along `v`. -/
theorem inner_force {E : (ι → V) → ℝ} {R : ι → V} (hE : DifferentiableAt ℝ E R)
    (I : ι) (v : V) : ⟪force E R I, v⟫_ℝ = -fderiv ℝ E R (disp I v) := by
  unfold force gradient
  rw [(hasFDerivAt_disp hE.hasFDerivAt I).fderiv, inner_neg_left,
    InnerProductSpace.toDual_symm_apply, ContinuousLinearMap.comp_apply]

/-- The work of all forces along a displacement field `w` is minus the first-order change
of the energy. -/
theorem sum_inner_force {E : (ι → V) → ℝ} {R : ι → V} (hE : DifferentiableAt ℝ E R)
    (w : ι → V) : ∑ I, ⟪force E R I, w I⟫_ℝ = -fderiv ℝ E R w := by
  have hsum : ∑ I, disp I (w I) = w := Finset.univ_sum_single w
  simp_rw [inner_force hE]
  rw [Finset.sum_neg_distrib, ← map_sum, hsum]

/-- The force constants are the blocks of the second derivative of the energy. -/
theorem inner_forceConst {E : (ι → V) → ℝ} {R : ι → V} (hE : ContDiffAt ℝ 2 E R)
    (I J : ι) (w v : V) :
    ⟪forceConst E R I J w, v⟫_ℝ = fderiv ℝ (fderiv ℝ E) R (disp J w) (disp I v) := by
  have h2 := ((hE.fderiv_right (m := 1) (le_of_eq one_add_one_eq_two)).differentiableAt
    (by norm_num)).hasFDerivAt
  have hev : ∀ᶠ y in 𝓝 R, DifferentiableAt ℝ E y :=
    (hE.eventually (by decide)).mono fun y hy => hy.differentiableAt (by norm_num)
  -- the linear map that turns a differential into the gradient at atom `I`
  obtain ⟨L0, hL0⟩ : ∃ L : (V →L[ℝ] ℝ) →L[ℝ] V, ∀ f x, ⟪L f, x⟫_ℝ = f x :=
    ⟨{ toFun := fun f => (InnerProductSpace.toDual ℝ V).symm f
       map_add' := fun f g => map_add _ f g
       map_smul' := fun c f => by simp
       cont := (InnerProductSpace.toDual ℝ V).symm.continuous },
      fun f x => InnerProductSpace.toDual_symm_apply⟩
  obtain ⟨L, hL⟩ : ∃ L : ((ι → V) →L[ℝ] ℝ) →L[ℝ] V, ∀ f x, ⟪L f, x⟫_ℝ = f (disp I x) :=
    ⟨L0.comp ((ContinuousLinearMap.compL ℝ V (ι → V) ℝ).flip (disp I)), fun f x => by
      rw [ContinuousLinearMap.comp_apply, hL0]
      rfl⟩
  have hF : HasFDerivAt (fun y => force E y I) ((-L).comp (fderiv ℝ (fderiv ℝ E) R)) R := by
    refine ((-L).hasFDerivAt.comp R h2).congr_of_eventuallyEq ?_
    filter_upwards [hev] with y hy
    refine ext_inner_right ℝ fun x => ?_
    simp [inner_force hy, hL]
  unfold forceConst
  rw [(hasFDerivAt_disp hF J).fderiv]
  simp [hL]

omit [Fintype ι] [DecidableEq ι] in
/-- Along the orbit `exp (t A) R` each atom moves with velocity `A` times its position. -/
theorem hasDerivAt_rotate (A : V →L[ℝ] V) (R : ι → V) (t : ℝ) :
    HasDerivAt (fun s => rotate A s R) (fun I => A (rotate A t R I)) t := by
  refine hasDerivAt_pi.2 fun I => ?_
  have h := (hasDerivAt_exp_smul_const' A t).clm_apply (hasDerivAt_const t (R I))
  exact h.congr_deriv (by simp [rotate])

/-- For an invariant energy, differentiable at `R`, the sum `∑_I ⟨F_I, A R_I⟩` vanishes. -/
theorem torque_eq_zero {E : (ι → V) → ℝ} {A : V →L[ℝ] V} {R : ι → V}
    (hinv : Invariant E A) (hE : DifferentiableAt ℝ E R) :
    ∑ I, ⟪force E R I, A (R I)⟫_ℝ = 0 := by
  have r0 : rotate A 0 R = R := by funext I; simp [rotate]
  have h2 : HasFDerivAt E (fderiv ℝ E R) (rotate A 0 R) := by rw [r0]; exact hE.hasFDerivAt
  have h3 := HasFDerivAt.comp_hasDerivAt (0 : ℝ) (f := fun s => rotate A s R) h2
    (hasDerivAt_rotate A R 0)
  -- the energy is constant along the orbit
  have hc : (E ∘ fun s => rotate A s R) = fun _ => E R := funext fun s => hinv s R
  rw [hc, r0] at h3
  rw [sum_inner_force hE (fun I => A (R I)), h3.unique (hasDerivAt_const _ _), neg_zero]

/-- Conversely, a differentiable energy with `∑_I ⟨F_I, A R_I⟩ = 0` at every configuration
is invariant under `exp (t A)` for all `t`. -/
theorem invariant_of_torque_eq_zero {E : (ι → V) → ℝ} {A : V →L[ℝ] V}
    (hE : Differentiable ℝ E) (h : ∀ R, ∑ I, ⟪force E R I, A (R I)⟫_ℝ = 0) :
    Invariant E A := by
  intro t R
  have r0 : rotate A 0 R = R := by funext I; simp [rotate]
  have hd : ∀ s, HasDerivAt (fun s => E (rotate A s R)) 0 s := fun s => by
    have h1 := HasFDerivAt.comp_hasDerivAt s (f := fun s => rotate A s R)
      (hE (rotate A s R)).hasFDerivAt (hasDerivAt_rotate A R s)
    have h2 := h (rotate A s R)
    rw [sum_inner_force (hE _) (fun I => A (rotate A s R I)), neg_eq_zero] at h2
    exact h1.congr_deriv h2
  have hc := is_const_of_deriv_eq_zero (fun s => (hd s).differentiableAt)
    (fun s => (hd s).deriv) t 0
  simpa [r0] using hc

/-- Rotational sum rule for finitely many atoms: for antisymmetric `A` and an invariant energy that
is `C²` at `R`, `∑_I ⟨F_I, A R_I⟩ = 0` and `∑_J Φ_IJ A R_J = -A F_I` for every atom `I`. -/
theorem born_huang {E : (ι → V) → ℝ} {A : V →L[ℝ] V} {R : ι → V} (hA : IsSkew A)
    (hinv : Invariant E A) (hE : ContDiffAt ℝ 2 E R) :
    ∑ I, ⟪force E R I, A (R I)⟫_ℝ = 0 ∧
      ∀ I, ∑ J, forceConst E R I J (A (R J)) = -A (force E R I) := by
  have h1 : DifferentiableAt ℝ E R := hE.differentiableAt (by norm_num)
  refine ⟨torque_eq_zero hinv h1, fun I => ext_inner_right ℝ fun v => ?_⟩
  have h2 := ((hE.fderiv_right (m := 1) (le_of_eq one_add_one_eq_two)).differentiableAt
    (by norm_num)).hasFDerivAt
  have hev : ∀ᶠ y in 𝓝 R, DifferentiableAt ℝ E y :=
    (hE.eventually (by decide)).mono fun y hy => hy.differentiableAt (by norm_num)
  obtain ⟨G, hG⟩ : ∃ G : (ι → V) →L[ℝ] (ι → V), ∀ y, G y = fun J => A (y J) :=
    ⟨ContinuousLinearMap.pi fun J =>
      A.comp (ContinuousLinearMap.proj (R := ℝ) (φ := fun _ : ι => V) J), fun _ => rfl⟩
  -- `DE(y)(A y) = 0` for all `y` near `R`; differentiate it
  have h0 : HasFDerivAt (fun y => fderiv ℝ E y (G y)) (0 : (ι → V) →L[ℝ] ℝ) R := by
    refine (hasFDerivAt_const (0 : ℝ) R).congr_of_eventuallyEq ?_
    filter_upwards [hev] with y hy
    have h := torque_eq_zero hinv hy
    rw [sum_inner_force hy (fun J => A (y J)), neg_eq_zero] at h
    rw [hG, h]
  have key : fderiv ℝ E R (G (disp I v))
      + fderiv ℝ (fderiv ℝ E) R (disp I v) (G R) = 0 := by
    have h := (h2.clm_apply G.hasFDerivAt).unique h0
    simpa using congrArg (fun L : (ι → V) →L[ℝ] ℝ => L (disp I v)) h
  -- symmetry of the second derivative
  have hsym := hE.isSymmSndFDerivAt (by simp) (disp I v) (G R)
  have hsum : ∑ J, disp J (A (R J)) = G R := by
    rw [hG]; exact Finset.univ_sum_single (fun J => A (R J))
  have hs : fderiv ℝ (fderiv ℝ E) R (G R) (disp I v)
      = ∑ J, fderiv ℝ (fderiv ℝ E) R (disp J (A (R J))) (disp I v) := by
    rw [← hsum, map_sum]; simp
  have hGd : G (disp I v) = disp I (A v) := by
    rw [hG]; funext J
    by_cases h : J = I <;> simp [disp, h]
  rw [sum_inner]
  simp_rw [inner_forceConst hE]
  rw [← hs, inner_neg_left, hA, neg_neg, inner_force h1, ← hGd]
  linarith

/-- If the force on atom `I` vanishes, then `∑_J Φ_IJ A R_J = 0`. -/
theorem born_huang_equilibrium {E : (ι → V) → ℝ} {A : V →L[ℝ] V} {R : ι → V}
    (hA : IsSkew A) (hinv : Invariant E A) (hE : ContDiffAt ℝ 2 E R) {I : ι}
    (hF : force E R I = 0) : ∑ J, forceConst E R I J (A (R J)) = 0 := by
  rw [(born_huang hA hinv hE).2 I, hF, map_zero, neg_zero]

/-- The isotropic trap energy `∑_I |R_I|²` for atoms in the plane, identified with `ℂ`. -/
def trap (R : ι → ℂ) : ℝ := ∑ I, ⟪R I, R I⟫_ℝ

/-- The quarter turn of the plane, multiplication by `i`. -/
def quarterTurn : ℂ →L[ℝ] ℂ := ContinuousLinearMap.mul ℝ ℂ Complex.I

/-- The quarter turn is antisymmetric, the planar trap is `C²` and invariant, and for it
`∑_J Φ_IJ A R_J = 2 A R_I`. -/
theorem born_huang_witness :
    IsSkew quarterTurn ∧ ContDiff ℝ 2 (trap : (ι → ℂ) → ℝ) ∧
      Invariant (trap : (ι → ℂ) → ℝ) quarterTurn ∧ ∀ (R : ι → ℂ) (I : ι),
        ∑ J, forceConst trap R I J (quarterTurn (R J)) = (2 : ℝ) • quarterTurn (R I) := by
  have hs : IsSkew quarterTurn := fun x y => by
    simp [quarterTurn, Complex.inner] <;> ring
  have hc : ContDiff ℝ 2 (trap : (ι → ℂ) → ℝ) :=
    ContDiff.sum fun I _ => (contDiff_apply ℝ ℂ I).inner ℝ (contDiff_apply ℝ ℂ I)
  have hd : Differentiable ℝ (trap : (ι → ℂ) → ℝ) := hc.differentiable (by norm_num)
  have hF : ∀ (R : ι → ℂ) (I : ι), force trap R I = -((2 : ℝ) • R I) := fun R I => by
    have h := HasFDerivAt.fun_sum (u := Finset.univ) fun J _ =>
      (hasFDerivAt_apply (𝕜 := ℝ) J R).inner ℝ (hasFDerivAt_apply (𝕜 := ℝ) J R)
    have h1 : fderiv ℝ (trap : (ι → ℂ) → ℝ) R = _ := h.fderiv
    have h2 : ∀ w, fderiv ℝ trap R w = ∑ J, (⟪R J, w J⟫_ℝ + ⟪w J, R J⟫_ℝ) := fun w => by
      rw [h1]; simp [fderivInnerCLM_apply]
    refine ext_inner_right ℝ fun v => ?_
    have e : disp I v I = v := by simp [disp]
    rw [inner_force (hd R), h2,
      Finset.sum_eq_single I (fun J _ hJ => by simp [disp, hJ]) (by simp),
      e, inner_neg_left, real_inner_smul_left, real_inner_comm (R I) v]
    ring
  have hi : Invariant (trap : (ι → ℂ) → ℝ) quarterTurn :=
    invariant_of_torque_eq_zero hd fun R => Finset.sum_eq_zero fun I _ => by
      have h1 := hs (R I) (R I)
      have h2 := real_inner_comm (R I) (quarterTurn (R I))
      rw [hF, inner_neg_left, real_inner_smul_left]
      linarith
  refine ⟨hs, hc, hi, fun R I => ?_⟩
  rw [(born_huang hs hi hc.contDiffAt).2 I, hF, map_neg, neg_neg, map_smul]

end

end RotationalSumRule
```

```lean
#print axioms RotationalSumRule.inner_forceConst
-- 'RotationalSumRule.inner_forceConst' depends on axioms: [propext, Classical.choice, Quot.sound]
#print axioms RotationalSumRule.born_huang_equilibrium
-- 'RotationalSumRule.born_huang_equilibrium' depends on axioms: [propext, Classical.choice, Quot.sound]
```

## Notes on the proof

Step 1 occupies four lemmas. `hasFDerivAt_disp` is the chain rule for a single-atom displacement, stated for a general target space so that it serves for both the energy and the force. `inner_force` combines it with the definition of the gradient, and `sum_inner_force` sums over atoms using `hsum`, the decomposition $w=\sum_I\delta_Iw_I$. In `inner_forceConst` the force has to be differentiated as a vector. The proof builds a continuous linear map `L` that sends a differential $\lambda$ to the vector representing $x\mapsto \lambda[\delta_Ix]$, shows that $F_I(y)=-L(DE(y))$ for $y$ near $R$ (where `hev` supplies differentiability), and reads off the derivative `hF`. The expression `fderiv ℝ (fderiv ℝ E) R (disp J w) (disp I v)` has its arguments in the order of $D^2E(R)[\delta_Jw,\delta_Iv]$.

Step 2 starts from `hasDerivAt_rotate`, the equation $\dot R(t)=GR(t)$ atom by atom. In `torque_eq_zero`, `h3` is the chain rule at $t=0$, `hc` says that the energy along the orbit is constant, and uniqueness of the derivative equates $DE(R)[GR]$ with zero. The converse shows in `hd` that the derivative is zero at every parameter value and concludes with `is_const_of_deriv_eq_zero`.

Step 3 is the second half of `born_huang`. `ext_inner_right` reduces the vector equation to its inner product with an arbitrary `v`. `h0` states that $y\mapsto DE(y)[Gy]$ has zero derivative at $R$ because it vanishes nearby, and `key` compares this with the product rule `clm_apply` along $\delta_Iv$. `hsym` is the symmetry of the second derivative, `hs` the expansion over $J$, and `hGd` the relation $G\delta_Iv=\delta_I(Av)$. The last rewrite uses `hA` once, turning $\langle -AF_I,v\rangle$ into $\langle F_I,Av\rangle=-DE(R)[G\delta_Iv]$, and `linarith` closes the goal from `key` and `hsym`. The corollary substitutes $F_I=0$.

For the witness the plane is `ℂ` with its real inner product and `quarterTurn` is multiplication by $i$. `hF` computes $F_I=-2R_I$. Invariance `hi` comes from the converse, because antisymmetry gives $\langle R_I,AR_I\rangle=0$ term by term. The value $2AR_I$ is then obtained by applying `born_huang` and evaluating $-AF_I$, without computing the blocks $\Phi_{IJ}$ of the trap separately.
